# Cauchy–Binet expansion of a Slater determinant over occupied basis functions

Put two electrons of the same spin in the unnormalised orbitals φ_0 = b_0 + b_1 and φ_1 = b_0 − b_1. If the amplitude of the configuration {b_0, b_1} is read off as the product of "b_0 from φ_0" and "b_1 from φ_1", the answer is −1. The correct amplitude is −2, because the opposite assignment contributes as well, with its own sign. For N orbitals in M basis functions, each amplitude collects N! such products, and they combine into a minor of the coefficient matrix.

The values of the functions lie in a commutative ring R, and the one-particle coordinates in any set X, which may include spin. Both M and N are finite, and indices start at 0.

```lean
import Mathlib

open Matrix Finset

namespace SlaterCauchyBinet

noncomputable section

variable {R X : Type*} [CommRing R] {M N : ℕ}
```

A configuration S is a set of N basis labels out of M.

```lean
/-- A choice of `N` occupied basis functions among `M`. -/
abbrev Occupation (M N : ℕ) := {S : Finset (Fin M) // S.card = N}
```

Write S(j) for its j-th label in increasing order, `occ S j` in Lean. This ordering fixes the order of the rows in the minor belonging to S, and of the basis functions in its Slater determinant.

```lean
/-- The occupied basis labels, listed in increasing order. -/
def occ (S : Occupation M N) : Fin N ↪o Fin M := S.1.orderEmbOfFin S.2
```

The Slater determinant has particles as rows and orbitals as columns:

slater(φ, x) = det(φ_j(x_i)).

It is unnormalised. The usual factor 1/√N! would multiply both sides of the expansion alike and leave its coefficients unchanged.

```lean
/-- The unnormalised Slater determinant of the orbitals `φ` at the particle coordinates `x`. -/
def slater (φ : Fin N → X → R) (x : Fin N → X) : R :=
  (Matrix.of fun i j => φ j (x i)).det
```

The orbitals are linear combinations of the basis functions:

φ_j(y) = ∑_k C_kj b_k(y).

```lean
/-- The orbitals with coefficient matrix `C` in the basis functions `b`. -/
def orbital (C : Matrix (Fin M) (Fin N) R) (b : Fin M → X → R) (j : Fin N) (y : X) : R :=
  ∑ k, C k j * b k y
```

The amplitude of S will be det C_S, where C_S keeps the rows S(0), …, S(N−1) of C.

```lean
/-- The minor of the coefficient matrix on the occupied rows. -/
def minor (C : Matrix (Fin M) (Fin N) R) (S : Occupation M N) : R :=
  (C.submatrix (occ S) id).det
```

Multiplying out the orbitals produces assignments f, which pick a basis label f(j) for each orbital j. Those without repetition must be sorted by configuration. First, the labels S(j) run through exactly the set S.

```lean
/-- The increasing list of occupied labels runs through exactly the occupied set. -/
theorem range_occ (S : Occupation M N) : Set.range (occ S) = (S.1 : Set (Fin M)) :=
  Finset.range_orderEmbOfFin S.1 S.2
```

Suppose S(σ(j)) = T(τ(j)) for all j, with σ and τ permutations. Both sides run through the same labels, so S = T. Since S(·) is injective, σ = τ. No assignment is therefore counted twice.

```lean
/-- At most one pair of an occupied set and a permutation produces a given assignment of basis
labels to orbitals. -/
theorem assignment_injective : Function.Injective
    (fun (p : Occupation M N × Equiv.Perm (Fin N)) (j : Fin N) => occ p.1 (p.2 j)) := by
  rintro ⟨S, σ⟩ ⟨T, τ⟩ h
  have h' : ∀ j, occ S (σ j) = occ T (τ j) := fun j => congrFun h j
  -- the two assignments have the same range, hence the same occupied set
  have hST : S = T := by
    apply Subtype.ext
    apply Finset.coe_injective
    rw [← range_occ S, ← range_occ T, ← σ.surjective.range_comp (occ S),
      ← τ.surjective.range_comp (occ T)]
    exact congrArg Set.range (funext h')
  subst hST
  have hστ : σ = τ := Equiv.ext fun j => (occ _).injective (h' j)
  rw [hστ]
```

Conversely, let f be injective and let S be its set of values. Each f(j) equals S(σ(j)) for some σ(j). The map σ is injective on a finite set, hence a permutation, so no injective assignment is missed.

```lean
/-- Every assignment of distinct basis labels is a permutation of an increasing list. -/
theorem exists_occupation (f : Fin N → Fin M) (hf : Function.Injective f) :
    ∃ p : Occupation M N × Equiv.Perm (Fin N), (fun j => occ p.1 (p.2 j)) = f := by
  obtain ⟨S, hS⟩ : ∃ S : Occupation M N, S.1 = Finset.univ.image f :=
    ⟨⟨Finset.univ.image f, by simp [Finset.card_image_of_injective _ hf]⟩, rfl⟩
  have hex : ∀ j, ∃ i, occ S i = f j := fun j => by
    have hj : f j ∈ Set.range (occ S) := by
      rw [range_occ, hS]
      simp
    exact hj
  choose s hs using hex
  have hi : Function.Injective s := fun i j h => hf (by rw [← hs i, ← hs j, h])
  exact ⟨(S, Equiv.ofBijective s (Finite.injective_iff_bijective.mp hi)), funext hs⟩
```

Now expand the determinant:

det(φ_j(x_i)) = ∑_σ sgn(σ) ∏_j ∑_k C_kj b_k(x_σ(j))

= ∑_f (∏_j C_f(j)j) ∑_σ sgn(σ) ∏_j b_f(j)(x_σ(j))

= ∑_f (∏_j C_f(j)j) det(b_f(j)(x_i)).

The proof turns the product of sums into a sum over f, exchanges the two sums and splits the product.

```lean
/-- A Slater determinant of linear combinations is a sum over all assignments of basis
functions to orbitals. -/
theorem slater_sum_assignments (C : Matrix (Fin M) (Fin N) R) (b : Fin M → X → R)
    (x : Fin N → X) :
    slater (orbital C b) x =
      ∑ f : Fin N → Fin M, (∏ j, C (f j) j) * slater (fun j => b (f j)) x := by
  simp only [slater, orbital, Matrix.det_apply', Matrix.of_apply, Finset.prod_univ_sum,
    Fintype.piFinset_univ, Finset.mul_sum]
  rw [Finset.sum_comm]
  refine Finset.sum_congr rfl fun _ _ => Finset.sum_congr rfl fun _ _ => ?_
  rw [Finset.prod_mul_distrib]
  ring
```

Reordering the columns costs a sign:

det(φ_σ(j)(x_i)) = sgn(σ) det(φ_j(x_i)).

```lean
/-- Permuting the orbitals multiplies the Slater determinant by the sign of the permutation. -/
theorem slater_permute (σ : Equiv.Perm (Fin N)) (φ : Fin N → X → R) (x : Fin N → X) :
    slater (fun j => φ (σ j)) x = ((Equiv.Perm.sign σ : ℤ) : R) * slater φ x :=
  Matrix.det_permute' σ (Matrix.of fun i j => φ j (x i))
```

If f repeats a label, two columns agree and its term vanishes. Every other f is S(σ(·)) for exactly one pair (S, σ), so

det(φ_j(x_i)) = ∑_S [∑_σ sgn(σ) ∏_j C_S(σ(j))j] det(b_S(j)(x_i))

= ∑_S det(C_S) det(b_S(j)(x_i)).

In the proof, `key` replaces the sum over assignments by the sum over pairs, and the remaining lines recognise the bracket as the minor. For N > M there are no configurations and both sides are zero.

```lean
/-- **Cauchy-Binet expansion of a Slater determinant.** A determinant of linear combinations
is the sum, over all sets of `N` basis functions, of the coefficient minor times the
Slater determinant of those basis functions in increasing order. -/
theorem slater_expansion (C : Matrix (Fin M) (Fin N) R) (b : Fin M → X → R)
    (x : Fin N → X) :
    slater (orbital C b) x =
      ∑ S : Occupation M N, minor C S * slater (fun j => b (occ S j)) x := by
  have key : ∑ p : Occupation M N × Equiv.Perm (Fin N),
      (∏ j, C (occ p.1 (p.2 j)) j) * slater (fun j => b (occ p.1 (p.2 j))) x =
      ∑ f : Fin N → Fin M, (∏ j, C (f j) j) * slater (fun j => b (f j)) x := by
    refine Fintype.sum_of_injective _ assignment_injective _ _ ?_ (fun _ => rfl)
    intro f hf
    -- an assignment outside the range repeats a basis function, so two columns agree
    have hn : ¬ Function.Injective f := fun h => hf (exists_occupation f h)
    obtain ⟨i, j, hij, hne⟩ := Function.not_injective_iff.mp hn
    have h0 : slater (fun j => b (f j)) x = 0 := by
      unfold slater
      refine Matrix.det_zero_of_column_eq hne fun k => ?_
      simp only [Matrix.of_apply, hij]
    show (∏ j, C (f j) j) * slater (fun j => b (f j)) x = 0
    rw [h0, mul_zero]
  rw [slater_sum_assignments, ← key, Fintype.sum_prod_type]
  refine Finset.sum_congr rfl fun S _ => ?_
  -- for a fixed occupied set, the signed sum over permutations is the minor of `C`
  rw [minor, Matrix.det_apply', Finset.sum_mul]
  refine Finset.sum_congr rfl fun σ _ => ?_
  have h : slater (fun j => b (occ S (σ j))) x =
      ((Equiv.Perm.sign σ : ℤ) : R) * slater (fun j => b (occ S j)) x :=
    slater_permute σ (fun j => b (occ S j)) x
  show (∏ j, C (occ S (σ j)) j) * slater (fun j => b (occ S (σ j))) x =
    ((Equiv.Perm.sign σ : ℤ) : R) * (∏ j, C (occ S (σ j)) j) *
      slater (fun j => b (occ S j)) x
  rw [h]
  ring
```

For any finite basis, this rewrites one determinant of mixed orbitals as a configuration expansion in determinants of basis functions.

Over ℂ, choose the "coordinates" i = 0, …, N−1 and the "basis functions" b_k(i) = D_ki*. Then φ_j(i) = (Dᴴ C)_ij, and the expansion becomes

det(Dᴴ C) = ∑_S (det D_S)* det C_S.

The matrix Dᴴ C contains the orbital overlaps when the underlying basis is orthonormal.

```lean
/-- The determinant of the overlap matrix `Dᴴ C` of two sets of coefficient columns is the
sum over occupied sets of the conjugated minor of `D` times the minor of `C`. -/
theorem det_overlap (D C : Matrix (Fin M) (Fin N) ℂ) :
    (Dᴴ * C).det = ∑ S : Occupation M N, star (minor D S) * minor C S := by
  have h := slater_expansion C (fun k i => star (D k i)) (id : Fin N → Fin N)
  have hl : slater (orbital C (fun k i => star (D k i))) (id : Fin N → Fin N) =
      (Dᴴ * C).det := by
    unfold slater
    congr 1
    ext i j
    simp [orbital, Matrix.mul_apply, mul_comm]
  rw [← hl, h]
  refine Finset.sum_congr rfl fun S _ => ?_
  rw [mul_comm]
  congr 1
  exact Matrix.det_conjTranspose (D.submatrix (occ S) id)
```

Setting D = C with Cᴴ C = 1 gives

∑_S |det C_S|² = 1.

In an orthonormal basis, these terms are the configuration weights of the normalised determinant.

```lean
/-- For orthonormal coefficient columns, the squared moduli of the minors over all occupied
sets sum to one. -/
theorem sum_weights_eq_one (C : Matrix (Fin M) (Fin N) ℂ) (hC : Cᴴ * C = 1) :
    ∑ S : Occupation M N, ‖minor C S‖ ^ 2 = 1 := by
  have h := det_overlap C C
  rw [hC, Matrix.det_one] at h
  apply Complex.ofReal_injective
  push_cast
  refine Eq.trans ?_ h.symm
  exact Finset.sum_congr rfl fun S _ => (Complex.conj_mul' (minor C S)).symm
```

Orthogonality of the columns matters here, as well as their normalisation. If M = N = 2 and both columns are (1, 0), each column is normalised, but the only minor is 0 and the sum is 0.

For an orthonormal example, take the columns (1, 0, 0) and (0, 3/5, 4/5).

```lean
/-- Coefficients of two orbitals in three basis functions: the first orbital is a basis
function, the second mixes the other two. -/
def mixedPair : Matrix (Fin 3) (Fin 2) ℂ := !![1, 0; 0, 3 / 5; 0, 4 / 5]
```

The minors are

{0, 1}: 1 · 3/5 − 0 · 0 = 3/5

{0, 2}: 1 · 4/5 − 0 · 0 = 4/5

{1, 2}: 0 · 4/5 − 3/5 · 0 = 0,

with weights 9/25 + 16/25 + 0 = 1. The last theorem checks, entry by entry, that these columns satisfy the orthonormality hypothesis.

```lean
/-- The two coefficient columns of `mixedPair` are orthonormal. -/
theorem sum_weights_eq_one_witness : mixedPairᴴ * mixedPair = 1 := by
  -- the numerical entries are real
  have h3 : (starRingEnd ℂ) 3 = 3 := Complex.conj_eq_iff_im.mpr (by simp)
  have h4 : (starRingEnd ℂ) 4 = 4 := Complex.conj_eq_iff_im.mpr (by simp)
  have h5 : (starRingEnd ℂ) 5 = 5 := Complex.conj_eq_iff_im.mpr (by simp)
  ext i j
  fin_cases i <;> fin_cases j <;>
    simp [mixedPair, Matrix.mul_apply, Fin.sum_univ_succ, h3, h4, h5]
  norm_num [h3, h4, h5]

end

end SlaterCauchyBinet
```

```lean
#print axioms SlaterCauchyBinet.slater_expansion
-- 'SlaterCauchyBinet.slater_expansion' depends on axioms: [propext, Classical.choice, Quot.sound]
#print axioms SlaterCauchyBinet.sum_weights_eq_one
-- 'SlaterCauchyBinet.sum_weights_eq_one' depends on axioms: [propext, Classical.choice, Quot.sound]
```
